# Scaled by the grid spacing, the second difference of exp(−Z|x|) at its cusp tends to −2Z

## A corner seen by three points

Sample $|x|$ at $-h$, $0$ and $h$, with $h>0$. The values are $h$, $0$ and $h$, so the three-point second difference at the origin is

$$\frac{h-2\cdot 0+h}{h^2}=\frac{2}{h}.$$

It grows without bound as the grid is refined, but $h$ times it is always $2$, which is the jump in slope from $-1$ to $1$. A corner puts a slope jump into a single grid cell, and the stencil divides that jump by the cell width.

The function $f(x)=e^{-Z|x|}$ with $Z>0$ has such a corner. It is the unnormalised bound state of one electron in the one-dimensional point well $-Z\delta(x)$, in atomic units. For this one-electron, one-dimensional model, the result shows that the local kinetic energy on the grid, which is minus half the second difference divided by the function value, grows as $Z/h$ to leading order at the centre of the well, the model nucleus, which is taken to lie on a grid point.

## The slope jump sets the limit

Write

$$D_hf(x)=\frac{f(x+h)-2f(x)+f(x-h)}{h^2}.$$

Suppose $f$ has right slope $a$ and left slope $b$ at $x$. Splitting the middle term gives

$$h\,D_hf(x)=\frac{f(x+h)-f(x)}{h}-\frac{f(x-h)-f(x)}{-h}\;\longrightarrow\;a-b\qquad(h\to0^+).$$

For $f(x)=e^{-Z|x|}$ at the origin, $a=-Z$ and $b=Z$, so $h\,D_hf(0)\to-2Z$. If $Z>0$, multiplying by $1/h\to+\infty$ gives $D_hf(0)\to-\infty$.

With $Z=1$ and $h=0.1$, we have $e^{-0.1}\approx0.904837$. Hence $D_hf(0)\approx2(-0.095163)/0.01\approx-19.03$, and $h\,D_hf(0)\approx-1.903$. At $h=0.01$ the scaled value is about $-1.990$.

The argument assumes that the one-sided slopes exist, and without them the scaled limit can fail. For $f(x)=\sqrt{|x|}$ they do not exist as finite numbers at the origin, and $h\,D_hf(0)=2/\sqrt h$ diverges even after scaling.

## An exact delta on the grid

Define

$$\kappa_h=\frac{2(\cosh Zh-1)}{h^2},\qquad \sigma_h=\frac{2\sinh Zh}{h},$$

and let $\delta_h(j)$ be $1/h$ for $j=0$ and $0$ for every other integer $j$. Then, for every $h>0$ and every $j$,

$$D_hf(jh)=\kappa_h f(jh)-\sigma_h\delta_h(j).$$

If $j\ne0$, all three stencil points lie on one side of the cusp, possibly touching it. The outer values are then $e^{-Zh}f(jh)$ and $e^{Zh}f(jh)$, in one order or the other. Their sum is $2\cosh(Zh)f(jh)$, which gives $\kappa_hf(jh)$. At the origin, $e^{-u}=\cosh u-\sinh u$ gives

$$D_hf(0)=\frac{2(e^{-Zh}-1)}{h^2}=\kappa_h-\frac{\sigma_h}{h}.$$

The derivative of $\sinh(ch)$ at $h=0$ is $c$, so $\sinh(ch)/h\to c$ and $\sigma_h\to2Z$. The half-angle formula $\cosh u-1=2\sinh^2(u/2)$ gives

$$\kappa_h=\left(\frac{2\sinh(Zh/2)}{h}\right)^2\to Z^2.$$

These are the coefficients in the continuum equation $f''=Z^2f-2Z\delta$.

To test the singular part, take any function $\varphi$ and a finite set $s(h)$ of integers that contains $0$. Only $j=0$ contributes to

$$\sum_{j\in s(h)}h\,\varphi(jh)\bigl[D_hf(jh)-\kappa_hf(jh)\bigr]=-\sigma_h\varphi(0)\to-2Z\varphi(0).$$

Since $f(0)=1$, we also have $\delta_h(j)f(jh)=\delta_h(j)$. Inserting the grid identity into the kinetic term yields

$$-\tfrac12D_hf(jh)-\tfrac{\sigma_h}{2}\delta_h(j)f(jh)=-\tfrac{\kappa_h}{2}f(jh).$$

The sampled cusp therefore solves a grid Schrödinger equation exactly, with well strength $\sigma_h/2\to Z$ and energy $-\kappa_h/2\to-Z^2/2$.

## What the Lean statements say

`secondDiff f h x` is $D_hf(x)$ and `cusp Z x` is $e^{-Z|x|}$. The names `gridCurvature Z h`, `gridStrength Z h` and `gridDelta h j` stand for $\kappa_h$, $\sigma_h$ and $\delta_h(j)$. Grid points are indexed by integers `j : ℤ`, so the grid is infinite and the nucleus sits on one of its points.

The filter `𝓝[>] 0` expresses $h\to0^+$. A right slope is written `HasDerivWithinAt f a (Set.Ioi x) x`, and a left slope uses `Set.Iio x`. In `tendsto_mul_secondDiff_cusp` the parameter `Z` is any real number; only the divergence theorem assumes `0 < Z`, because at $Z=0$ the function is constant and its second difference vanishes, and for $Z<0$ the second difference tends to $+\infty$ instead.

In `tendsto_cusp_delta`, the window `s h` may change with the spacing, and `hs` says that it always contains the origin. No continuity of `φ` is required, since only its value at the origin enters. The limit concerns the grid Laplacian after $\kappa_hf$ has been removed, not the full Laplacian.

The function has value one at the cusp. For $Z>0$ its continuum-normalised form is $\sqrt Z\,e^{-Z|x|}$, for which the scaled limit is $-2Z^{3/2}$. The Schrödinger equation is linear and keeps its form. `cusp_grid_schrodinger` states that equation point by point, without a claim about normalisability or the rest of the spectrum.

The model is one-dimensional. At a three-dimensional Coulomb nucleus, the Laplacian of $e^{-Zr}$ has a $1/r$ singularity and no delta, so the delta statement does not carry over. A nucleus lying between grid points is not treated either.

## The complete Lean file

```lean
import Mathlib

open Filter Topology

namespace NuclearCuspStencil

noncomputable section

/-- The three-point second difference of `f` at `x` with grid spacing `h`. -/
def secondDiff (f : ℝ → ℝ) (h x : ℝ) : ℝ := (f (x + h) - 2 * f x + f (x - h)) / h ^ 2

/-- The one-dimensional cusp function `exp (-Z |x|)`. -/
def cusp (Z x : ℝ) : ℝ := Real.exp (-(Z * |x|))

/-- The grid delta function: `1 / h` at the origin and zero at every other grid point. -/
def gridDelta (h : ℝ) (j : ℤ) : ℝ := if j = 0 then 1 / h else 0

/-- The factor `2 (cosh (Z h) - 1) / h ^ 2`, the grid counterpart of `Z ^ 2`. -/
def gridCurvature (Z h : ℝ) : ℝ := 2 * (Real.cosh (Z * h) - 1) / h ^ 2

/-- The factor `2 sinh (Z h) / h`, the grid counterpart of the delta strength `2 Z`. -/
def gridStrength (Z h : ℝ) : ℝ := 2 * (Real.sinh (Z * h) / h)

/-- At a kink with right slope `a` and left slope `b`, the spacing times the second difference
tends to the slope jump `a - b`. -/
theorem tendsto_mul_secondDiff_of_kink {f : ℝ → ℝ} {a b x : ℝ}
    (ha : HasDerivWithinAt f a (Set.Ioi x) x) (hb : HasDerivWithinAt f b (Set.Iio x) x) :
    Tendsto (fun h => h * secondDiff f h x) (𝓝[>] 0) (𝓝 (a - b)) := by
  -- the two outer stencil points approach `x` from either side
  have hr : Tendsto (fun h : ℝ => x + h) (𝓝[>] 0) (𝓝[>] x) := by
    refine tendsto_nhdsWithin_iff.2 ⟨?_, ?_⟩
    · have hc : Continuous (fun h : ℝ => x + h) := by fun_prop
      have ht := hc.tendsto 0
      rw [add_zero] at ht
      exact ht.mono_left nhdsWithin_le_nhds
    · filter_upwards [self_mem_nhdsWithin] with h hh
      have h0 : 0 < h := hh
      show x < x + h
      linarith
  have hl : Tendsto (fun h : ℝ => x - h) (𝓝[>] 0) (𝓝[<] x) := by
    refine tendsto_nhdsWithin_iff.2 ⟨?_, ?_⟩
    · have hc : Continuous (fun h : ℝ => x - h) := by fun_prop
      have ht := hc.tendsto 0
      rw [sub_zero] at ht
      exact ht.mono_left nhdsWithin_le_nhds
    · filter_upwards [self_mem_nhdsWithin] with h hh
      have h0 : 0 < h := hh
      show x - h < x
      linarith
  have h1 := ((hasDerivWithinAt_iff_tendsto_slope' (by simp)).1 ha).comp hr
  have h2 := ((hasDerivWithinAt_iff_tendsto_slope' (by simp)).1 hb).comp hl
  -- the scaled stencil is the difference of the one-sided difference quotients
  refine (h1.sub h2).congr' ?_
  filter_upwards [self_mem_nhdsWithin] with h hh
  have h0 : h ≠ 0 := (Set.mem_Ioi.1 hh).ne'
  simp only [Function.comp_apply, slope_def_field, secondDiff]
  rw [show x + h - x = h by ring, show x - h - x = -h by ring, div_neg]
  field_simp
  ring

/-- For `exp (-Z |x|)`, the spacing times the second difference at the cusp tends to `-2 Z`. -/
theorem tendsto_mul_secondDiff_cusp (Z : ℝ) :
    Tendsto (fun h => h * secondDiff (cusp Z) h 0) (𝓝[>] 0) (𝓝 (-2 * Z)) := by
  have hexp : ∀ c : ℝ, HasDerivAt (fun x : ℝ => Real.exp (c * x)) c 0 := fun c => by
    simpa using ((hasDerivAt_id (0 : ℝ)).const_mul c).exp
  have ha : HasDerivWithinAt (cusp Z) (-Z) (Set.Ioi 0) 0 :=
    (hexp (-Z)).hasDerivWithinAt.congr
      (fun y hy => by simp [cusp, abs_of_pos (Set.mem_Ioi.1 hy)]) (by simp [cusp])
  have hb : HasDerivWithinAt (cusp Z) Z (Set.Iio 0) 0 :=
    (hexp Z).hasDerivWithinAt.congr
      (fun y hy => by simp [cusp, abs_of_neg (Set.mem_Iio.1 hy)]) (by simp [cusp])
  have h := tendsto_mul_secondDiff_of_kink ha hb
  rwa [show -Z - Z = -2 * Z by ring] at h

/-- For `Z > 0` the second difference at the cusp diverges to minus infinity as the grid
is refined. -/
theorem tendsto_secondDiff_cusp_atBot {Z : ℝ} (hZ : 0 < Z) :
    Tendsto (fun h => secondDiff (cusp Z) h 0) (𝓝[>] 0) atBot := by
  have hinv : Tendsto (fun h : ℝ => h⁻¹) (𝓝[>] 0) atTop := tendsto_inv_nhdsGT_zero
  have hneg : -2 * Z < 0 := by linarith
  refine (hinv.atTop_mul_neg hneg (tendsto_mul_secondDiff_cusp Z)).congr' ?_
  filter_upwards [self_mem_nhdsWithin] with h hh
  exact inv_mul_cancel_left₀ (Set.mem_Ioi.1 hh).ne' _

/-- At least one spacing away from the cusp, the second difference multiplies the function
by `gridCurvature Z h`. -/
theorem secondDiff_cusp_away (Z : ℝ) {h x : ℝ} (hh : 0 < h) (hx : h ≤ |x|) :
    secondDiff (cusp Z) h x = gridCurvature Z h * cusp Z x := by
  simp only [secondDiff, cusp, gridCurvature, Real.cosh_eq]
  rcases le_total 0 x with h0 | h0
  · rw [abs_of_nonneg h0] at hx
    rw [abs_of_nonneg (by linarith : 0 ≤ x + h), abs_of_nonneg (by linarith : 0 ≤ x - h),
      abs_of_nonneg h0, show -(Z * (x + h)) = -(Z * x) + -(Z * h) by ring,
      show -(Z * (x - h)) = -(Z * x) + Z * h by ring, Real.exp_add, Real.exp_add]
    ring
  · rw [abs_of_nonpos h0] at hx
    rw [abs_of_nonpos (by linarith : x + h ≤ 0), abs_of_nonpos (by linarith : x - h ≤ 0),
      abs_of_nonpos h0, show -(Z * -(x + h)) = Z * x + Z * h by ring,
      show -(Z * -(x - h)) = Z * x + -(Z * h) by ring,
      show -(Z * -x) = Z * x by ring, Real.exp_add, Real.exp_add]
    ring

/-- On the whole grid, the second difference of the cusp function is a multiple of the function
minus a grid delta of strength `gridStrength Z h`. -/
theorem secondDiff_cusp_grid (Z : ℝ) {h : ℝ} (hh : 0 < h) (j : ℤ) :
    secondDiff (cusp Z) h (j * h) =
      gridCurvature Z h * cusp Z (j * h) - gridStrength Z h * gridDelta h j := by
  rcases eq_or_ne j 0 with rfl | hj
  · simp only [secondDiff, cusp, gridDelta, gridCurvature, gridStrength, Int.cast_zero, zero_mul,
      zero_add, zero_sub, abs_neg, abs_zero, mul_zero, neg_zero, Real.exp_zero, abs_of_pos hh,
      ↓reduceIte, Real.cosh_eq, Real.sinh_eq]
    ring
  · have h1 : (1 : ℝ) ≤ |(j : ℝ)| := by exact_mod_cast Int.one_le_abs hj
    have h2 : h ≤ |(j : ℝ) * h| := by
      rw [abs_mul, abs_of_pos hh]
      nlinarith
    rw [secondDiff_cusp_away Z hh h2]
    simp [gridDelta, hj]

/-- The quotient `sinh (c h) / h` tends to `c` as the spacing tends to zero. -/
theorem tendsto_sinh_div (c : ℝ) :
    Tendsto (fun h => Real.sinh (c * h) / h) (𝓝[>] 0) (𝓝 c) := by
  have hd : HasDerivAt (fun h : ℝ => Real.sinh (c * h)) c 0 := by
    simpa using ((hasDerivAt_id (0 : ℝ)).const_mul c).sinh
  have ht := (hasDerivAt_iff_tendsto_slope.1 hd).mono_left
    (nhdsWithin_mono 0 (fun y (hy : y ∈ Set.Ioi (0 : ℝ)) => (Set.mem_Ioi.1 hy).ne'))
  exact ht.congr (fun h => by simp [slope_def_field])

/-- The factor `gridCurvature Z h` tends to `Z ^ 2` as the spacing tends to zero. -/
theorem tendsto_gridCurvature (Z : ℝ) :
    Tendsto (gridCurvature Z) (𝓝[>] 0) (𝓝 (Z ^ 2)) := by
  have ht := ((tendsto_sinh_div (Z / 2)).const_mul 2).pow 2
  rw [show 2 * (Z / 2) = Z by ring] at ht
  refine ht.congr (fun h => ?_)
  -- half-angle formula for the hyperbolic cosine
  have hc : Real.cosh (Z * h) = 2 * Real.sinh (Z / 2 * h) ^ 2 + 1 := by
    rw [show Z * h = 2 * (Z / 2 * h) by ring, Real.cosh_two_mul, Real.cosh_sq]
    ring
  rw [gridCurvature, hc]
  ring

/-- After `gridCurvature Z h` times the function is removed, the grid Laplacian of the cusp
function, summed with weight `h` against any `φ` over finite windows containing the origin,
tends to `-2 Z φ(0)`. -/
theorem tendsto_cusp_delta (Z : ℝ) (φ : ℝ → ℝ) (s : ℝ → Finset ℤ) (hs : ∀ h, 0 ∈ s h) :
    Tendsto (fun h => ∑ j ∈ s h, h * φ (j * h) *
        (secondDiff (cusp Z) h (j * h) - gridCurvature Z h * cusp Z (j * h)))
      (𝓝[>] 0) (𝓝 (-(2 * Z) * φ 0)) := by
  have ht : Tendsto (fun h => -(gridStrength Z h) * φ 0) (𝓝[>] 0) (𝓝 (-(2 * Z) * φ 0)) :=
    ((tendsto_sinh_div Z).const_mul 2).neg.mul_const (φ 0)
  refine ht.congr' ?_
  filter_upwards [self_mem_nhdsWithin] with h hh
  have hpos : 0 < h := hh
  symm
  -- only the origin contributes to the sum
  rw [Finset.sum_eq_single 0]
  · rw [secondDiff_cusp_grid Z hpos 0]
    simp only [gridDelta, ↓reduceIte, Int.cast_zero, zero_mul]
    have h1 : h * (1 / h) = 1 := mul_one_div_cancel hpos.ne'
    linear_combination (-(gridStrength Z h * φ 0)) * h1
  · intro j _ hj
    rw [secondDiff_cusp_grid Z hpos j]
    simp [gridDelta, hj]
  · intro h0
    exact absurd (hs h) h0

/-- The sampled cusp function solves the grid Schrödinger equation with a point well of strength
`gridStrength Z h / 2` at the origin and energy `-gridCurvature Z h / 2`. -/
theorem cusp_grid_schrodinger (Z : ℝ) {h : ℝ} (hh : 0 < h) (j : ℤ) :
    -(1 / 2) * secondDiff (cusp Z) h (j * h)
        - gridStrength Z h / 2 * gridDelta h j * cusp Z (j * h) =
      -(gridCurvature Z h / 2) * cusp Z (j * h) := by
  -- the delta only sees the value one of the function at the origin
  have hd : gridDelta h j * cusp Z (j * h) = gridDelta h j := by
    rcases eq_or_ne j 0 with rfl | hj
    · simp [cusp]
    · simp [gridDelta, hj]
  rw [secondDiff_cusp_grid Z hh j]
  linear_combination (-(gridStrength Z h / 2)) * hd

end

end NuclearCuspStencil
```

```lean
#print axioms NuclearCuspStencil.tendsto_mul_secondDiff_cusp
#print axioms NuclearCuspStencil.tendsto_gridCurvature
#print axioms NuclearCuspStencil.tendsto_cusp_delta
#print axioms NuclearCuspStencil.cusp_grid_schrodinger
```

```
'NuclearCuspStencil.tendsto_mul_secondDiff_cusp' depends on axioms: [propext, Classical.choice, Quot.sound]
'NuclearCuspStencil.tendsto_gridCurvature' depends on axioms: [propext, Classical.choice, Quot.sound]
'NuclearCuspStencil.tendsto_cusp_delta' depends on axioms: [propext, Classical.choice, Quot.sound]
'NuclearCuspStencil.cusp_grid_schrodinger' depends on axioms: [propext, Classical.choice, Quot.sound]
```

## How the proof follows the calculation

`tendsto_mul_secondDiff_of_kink` first shows that $x+h$ approaches $x$ from the right and $x-h$ from the left; these are `hr` and `hl`. Composing them with the slope form of the one-sided derivatives gives the two difference quotients and their limits. After `h1.sub h2`, the remaining algebra identifies the difference of the quotients with the scaled stencil for $h\ne0$. The tactic `filter_upwards` supplies the positive spacing needed for that division.

`tendsto_mul_secondDiff_cusp` differentiates $e^{cx}$ at zero for general $c$. It then replaces the cusp by $e^{-Zx}$ on the right and $e^{Zx}$ on the left, and applies the kink theorem. `tendsto_secondDiff_cusp_atBot` multiplies this negative limit by $h^{-1}\to+\infty$ and cancels the factor $h$.

`secondDiff_cusp_away` splits into $x\ge0$ and $x\le0$. The hypothesis `h ≤ |x|` fixes the signs of $x+h$ and $x-h$, so each absolute value can be opened; `Real.exp_add` then factors the exponentials. `secondDiff_cusp_grid` adds the case $j=0$ by direct expansion. For $j\ne0$ it uses $|j|\ge1$ to obtain $|jh|\ge h$ and calls the previous lemma.

`tendsto_sinh_div` reads the derivative of $\sinh(ch)$ at zero as a limit of slopes. `tendsto_gridCurvature` applies it with $c=Z/2$, doubles and squares the result, and uses the half-angle identity `hc` to recognise $\kappa_h$.

In `tendsto_cusp_delta`, `Finset.sum_eq_single 0` reduces the sum to its origin term. Its three goals evaluate that term, show that every other term vanishes, and use `hs` to exclude a window without the origin. The limit of $\sigma_h$ then finishes the argument. Finally, `cusp_grid_schrodinger` proves $\delta_hf=\delta_h$ as `hd`, substitutes the grid identity, and lets `linear_combination` cancel the two delta terms.
